# Finitely many Wyckoff positions for a group with lattice \(\mathbb Z^n\) and finite point group

One way to set up a crystal structure for a calculation is to place each atom on a Wyckoff position chosen from a list for the space group. A structure search that runs through all such assignments needs that list to end. A space group has infinitely many points to classify, and infinitely many operations to classify them with, so it has to be shown that only finitely many classes occur.

The result below gives this for symmetry groups of ideal periodic crystals, written in a primitive basis, with a finite point group as a hypothesis. It gives neither the number of positions nor their coordinates.

```lean
import Mathlib

open Matrix MulAction

namespace WyckoffPositions
```

## Seitz operators and their action

A symmetry operation \(\{W|w\}\) consists of an invertible real \(n\times n\) matrix \(W\) and a vector \(w\in\mathbb R^n\). In Lean these are the fields `rot` and `trans`. Despite its name, `rot` may be any invertible matrix, including a reflection or a shear. Invertibility is built into its type, the units of the matrix ring.

```lean
/-- A real Seitz operator `{W|w}`: an invertible matrix `W` and a translation vector `w`. -/
@[ext] structure Seitz (n : ℕ) where
  rot : (Matrix (Fin n) (Fin n) ℝ)ˣ
  trans : Fin n → ℝ
```

The product and inverse are

\[
\{W|w\}\{V|v\}=\{WV\,|\,Wv+w\},\qquad \{W|w\}^{-1}=\{W^{-1}\,|\,-W^{-1}w\}.
\]

For associativity, a third operator with translation \(u\) gives the vector \(WVu+Wv+w=W(Vu+v)+w\) with either bracketing. The identity is \(\{1|0\}\), and the inverse times the operator has translation \(W^{-1}w-W^{-1}w=0\).

```lean
variable {n : ℕ}

/-- Seitz operators form a group under `{W|w}{V|v} = {WV|Wv + w}`. -/
instance : Group (Seitz n) where
  mul g h := ⟨g.rot * h.rot, g.rot.val *ᵥ h.trans + g.trans⟩
  one := ⟨1, 0⟩
  inv g := ⟨g.rot⁻¹, -((g.rot⁻¹).val *ᵥ g.trans)⟩
  mul_assoc g h k := by
    refine Seitz.ext (mul_assoc g.rot h.rot k.rot) ?_
    change (g.rot * h.rot).val *ᵥ k.trans + (g.rot.val *ᵥ h.trans + g.trans)
      = g.rot.val *ᵥ (h.rot.val *ᵥ k.trans + h.trans) + g.trans
    rw [Units.val_mul, ← mulVec_mulVec, mulVec_add, add_assoc]
  one_mul g := by
    refine Seitz.ext (one_mul g.rot) ?_
    change (1 : (Matrix (Fin n) (Fin n) ℝ)ˣ).val *ᵥ g.trans + 0 = g.trans
    rw [Units.val_one, one_mulVec, add_zero]
  mul_one g := by
    refine Seitz.ext (mul_one g.rot) ?_
    change g.rot.val *ᵥ 0 + g.trans = g.trans
    rw [mulVec_zero, zero_add]
  inv_mul_cancel g := by
    refine Seitz.ext (inv_mul_cancel g.rot) ?_
    change (g.rot⁻¹).val *ᵥ g.trans + -((g.rot⁻¹).val *ᵥ g.trans) = 0
    rw [add_neg_cancel]
```

The operator sends a point \(x\) to \(Wx+w\).

```lean
/-- The action of a Seitz operator on a point: `x ↦ W x + w`. -/
def Seitz.act (g : Seitz n) (x : Fin n → ℝ) : Fin n → ℝ := g.rot.val *ᵥ x + g.trans
```

For \(W=1\) and \(w=t\) this is the shift \(x\mapsto x+t\).

```lean
/-- The operator `{1|t}` shifts every point by `t`. -/
theorem act_translation (t x : Fin n → ℝ) : (⟨1, t⟩ : Seitz n).act x = x + t := by
  simp only [Seitz.act, Units.val_one, one_mulVec]
```

Applying \(\{V|v\}\) and then \(\{W|w\}\) gives

\[
W(Vx+v)+w=WVx+(Wv+w),
\]

which is the action of the product.

```lean
/-- The product of two Seitz operators acts as the two operations in succession. -/
theorem act_mul (g h : Seitz n) (x : Fin n → ℝ) : (g * h).act x = g.act (h.act x) := by
  change (g.rot * h.rot).val *ᵥ x + (g.rot.val *ᵥ h.trans + g.trans)
    = g.rot.val *ᵥ (h.rot.val *ᵥ x + h.trans) + g.trans
  rw [Units.val_mul, ← mulVec_mulVec, mulVec_add, add_assoc]
```

Now let \(G\) be a group of such operators, in Lean a subgroup of `Seitz n`. Its elements act on points by the same formula, written `g • x`.

```lean
variable {G : Subgroup (Seitz n)}

instance : SMul G (Fin n → ℝ) := ⟨fun g x => g.1.act x⟩
```

The two rules just found, with \(t=0\) in the first, are the axioms of a group action.

```lean
/-- A group of Seitz operators acts on the points of space. -/
instance : MulAction G (Fin n → ℝ) where
  one_smul x := (act_translation 0 x).trans (add_zero x)
  mul_smul g h x := act_mul g.1 h.1 x
```

## Wyckoff positions as classes of points

The site-symmetry group of \(x\) is \(G_x=\{h\in G: hx=x\}\), in Lean `stabilizer G x`. Points \(x\) and \(y\) belong to the same Wyckoff position when \(G_y=gG_xg^{-1}\) for some \(g\in G\), that is, when

\[
h\in G_x\iff ghg^{-1}\in G_y\qquad\text{for all }h\in G.
\]

This is an equivalence relation: \(g=1\) gives reflexivity, \(g^{-1}\) reverses the relation, and if \(k\) conjugates \(G_y\) onto \(G_z\), then \(kg\) conjugates \(G_x\) onto \(G_z\).

```lean
variable (G) in
/-- Wyckoff equivalence: two points are equivalent when an element of `G` conjugates the stabiliser
of the first onto that of the second. -/
def wyckoffSetoid : Setoid (Fin n → ℝ) where
  r x y := ∃ g : G, ∀ h : G, h ∈ stabilizer G x ↔ g * h * g⁻¹ ∈ stabilizer G y
  iseqv :=
    { refl := fun _ => ⟨1, fun h => by rw [one_mul, inv_one, mul_one]⟩
      symm := by
        rintro x y ⟨g, H⟩
        exact ⟨g⁻¹, fun h => by
          rw [H, show g * (g⁻¹ * h * g⁻¹⁻¹) * g⁻¹ = h by group]⟩
      trans := by
        rintro x y z ⟨g, H⟩ ⟨k, K⟩
        exact ⟨k * g, fun h => by
          rw [H, K, show k * (g * h * g⁻¹) * k⁻¹ = k * g * h * (k * g)⁻¹ by group]⟩ }
```

A Wyckoff position is a class of this relation. It can contain many orbits of \(G\), as when a free coordinate runs along a rotation axis.

```lean
variable (G) in
/-- The Wyckoff positions of `G`: classes of points with conjugate stabilisers. -/
abbrev WyckoffPosition := Quotient (wyckoffSetoid G)
```

## The lattice and the point group

Two conditions are placed on \(G\). Its pure translations \(\{1|t\}\) are exactly those with \(t\in\mathbb Z^n\), and the set of its linear parts \(W\) is finite. The first says that coordinates are fractional, with respect to a primitive basis. The second stands for the rigidity of crystal symmetry: operations that preserve both lengths and a lattice have only finitely many linear parts. Here that finiteness is assumed, and `IsSpaceGroup` contains no metric.

A space group given in axes that do not form a primitive basis, as in a centred conventional cell or in most Cartesian descriptions, must first be rewritten in a primitive basis. The Lean code does not carry out this change of coordinates.

```lean
variable (G) in
/-- `G` has translation lattice `ℤⁿ` and a finite point group. -/
structure IsSpaceGroup : Prop where
  lattice : ∀ t, (⟨1, t⟩ : Seitz n) ∈ G ↔ ∃ m : Fin n → ℤ, t = fun i => (m i : ℝ)
  finite_point : (Seitz.rot '' (G : Set (Seitz n))).Finite
```

The unit cell is accordingly the primitive one, \(0\le x_i<1\) for every \(i\).

```lean
/-- The unit cell `[0,1)ⁿ`. -/
def unitCell (n : ℕ) : Set (Fin n → ℝ) := {x | ∀ i, 0 ≤ x i ∧ x i < 1}
```

## Moving every point into the cell

A point and its image under \(g\in G\) share a Wyckoff position, because

\[
hx=x\iff (ghg^{-1})(gx)=gx .
\]

The simplifier proves this by cancelling \(g^{-1}g\) and then the common factor \(g\).

```lean
/-- Points of one orbit of `G` share a Wyckoff position. -/
theorem wyckoff_smul (g : G) (x : Fin n → ℝ) : (wyckoffSetoid G).r x (g • x) :=
  ⟨g, fun h => by
    simp only [mem_stabilizer_iff, mul_smul, inv_smul_smul, smul_left_cancel_iff]⟩
```

The lattice translation with components \(-\lfloor x_i\rfloor\) takes \(x\) to a point with components \(x_i-\lfloor x_i\rfloor\in[0,1)\). It belongs to \(G\) by the lattice condition, and the two inequalities for the floor finish the argument.

```lean
/-- If `G` has translation lattice `ℤⁿ`, an element of `G` brings any given point into the
unit cell. -/
theorem exists_smul_mem_unitCell (hG : IsSpaceGroup G) (x : Fin n → ℝ) :
    ∃ g : G, g • x ∈ unitCell n := by
  refine ⟨⟨⟨1, fun i => ((-⌊x i⌋ : ℤ) : ℝ)⟩, (hG.lattice _).2 ⟨fun i => -⌊x i⌋, rfl⟩⟩, ?_⟩
  change Seitz.act ⟨1, fun i => ((-⌊x i⌋ : ℤ) : ℝ)⟩ x ∈ unitCell n
  rw [act_translation]
  refine fun i => ?_
  simp only [Pi.add_apply, Int.cast_neg]
  constructor <;> linarith [Int.floor_le (x i), Int.lt_floor_add_one (x i)]
```

It is therefore enough to study site-symmetry groups of points in the cell.

## Only finitely many operators fix a point of the cell

Suppose \(\{W|w\}\) fixes a point \(x\) of the cell. Then \(w=x-Wx\), and since \(0\le x_j<1\),

\[
|w_i|\le |x_i|+\sum_j|W_{ij}|\,|x_j|\le 1+\sum_j|W_{ij}| .
\]

In Lean, `hs` bounds the sum \(\sum_jW_{ij}x_j\) term by term, and `linarith` combines this with the bounds on \(x_i\).

```lean
/-- If `{W|w}` fixes a point of the unit cell, then `|wᵢ| ≤ 1 + ∑ⱼ |Wᵢⱼ|`. -/
theorem abs_trans_le {g : Seitz n} {x : Fin n → ℝ} (hx : x ∈ unitCell n)
    (hg : g.act x = x) (i : Fin n) : |g.trans i| ≤ 1 + ∑ j, |g.rot.val i j| := by
  have h := congrFun hg i
  simp only [Seitz.act, Pi.add_apply, mulVec, dotProduct] at h
  have hs : |∑ j, g.rot.val i j * x j| ≤ ∑ j, |g.rot.val i j| :=
    (Finset.abs_sum_le_sum_abs _ _).trans (Finset.sum_le_sum fun j _ => by
      rw [abs_mul, abs_of_nonneg (hx j).1]
      exact mul_le_of_le_one_right (abs_nonneg _) (hx j).2.le)
  obtain ⟨h1, h2⟩ := abs_le.1 hs
  obtain ⟨h3, h4⟩ := hx i
  exact abs_le.2 ⟨by linarith, by linarith⟩
```

Let \(C\) be the set of operators in \(G\) that fix at least one point of the cell. Different operators may fix different points.

```lean
variable (G) in
/-- The operators of `G` that fix at least one point of the unit cell. -/
def cellOps : Set G := {g | ∃ x ∈ unitCell n, g • x = x}
```

The linear parts of operators in \(C\) lie in the finite point group, so it remains to show that each \(W\) occurs only finitely often. Fix one operator \(g_0=\{W|w_0\}\) in \(C\), and let \(g=\{W|w\}\) be any other with the same \(W\). Then

\[
g=\{1|w-w_0\}\,g_0 ,
\]

so \(\{1|w-w_0\}=gg_0^{-1}\) lies in \(G\), and \(m=w-w_0\) is an integer vector. Applying the previous bound to both operators gives

\[
|m_i|\le |w_i|+|(w_0)_i|\le 2\Bigl(1+\sum_j|W_{ij}|\Bigr)\le K_i ,
\]

where the integer \(K_i\) is \(2(1+\sum_j|W_{ij}|)\) rounded up. Only finitely many integer vectors satisfy \(-K_i\le m_i\le K_i\) for all \(i\), and \(m\) determines \(g\).

The Lean proof has the same two parts. `Set.Finite.of_finite_fibers` reduces the claim to a single linear part, and the operators with that part are then found in the image of the finite box `Set.Icc (-K) K` under \(m\mapsto\{1|m\}g_0\). The equation `e` is the factorisation of \(g\), and `hb` is the bound on \(m\).

```lean
/-- For translation lattice `ℤⁿ` and finite point group, only finitely many operators of `G`
fix some point of the unit cell. -/
theorem finite_cellOps (hG : IsSpaceGroup G) : (cellOps G).Finite := by
  refine Set.Finite.of_finite_fibers (fun g : G => g.1.rot) (hG.finite_point.subset ?_) ?_
  · rintro _ ⟨g, _, rfl⟩
    exact ⟨g.1, g.2, rfl⟩
  rintro _ ⟨g₀, ⟨x₀, hx₀, h₀⟩, rfl⟩
  obtain ⟨K, hK⟩ : ∃ K : Fin n → ℤ, ∀ i, 2 * (1 + ∑ j, |g₀.1.rot.val i j|) ≤ (K i : ℝ) :=
    ⟨fun i => ⌈2 * (1 + ∑ j, |g₀.1.rot.val i j|)⌉, fun i => Int.le_ceil _⟩
  -- operators in `cellOps G` with the same linear part differ by a bounded lattice translation
  refine ((Set.finite_Icc (-K) K).image fun m =>
    (⟨⟨1, fun i => (m i : ℝ)⟩, (hG.lattice _).2 ⟨m, rfl⟩⟩ : G) * g₀).subset ?_
  rintro g ⟨⟨x, hx, h⟩, hr⟩
  replace hr : g.1.rot = g₀.1.rot := hr
  have e : (⟨1, g.1.trans - g₀.1.trans⟩ : Seitz n) * g₀.1 = g.1 := by
    refine Seitz.ext ((one_mul g₀.1.rot).trans hr.symm) ?_
    change (1 : (Matrix (Fin n) (Fin n) ℝ)ˣ).val *ᵥ g₀.1.trans + (g.1.trans - g₀.1.trans)
      = g.1.trans
    rw [Units.val_one, one_mulVec, add_sub_cancel]
  have hmem : (⟨1, g.1.trans - g₀.1.trans⟩ : Seitz n) ∈ G :=
    (G.mul_mem_cancel_right g₀.2).1 (by rw [e]; exact g.2)
  obtain ⟨m, hm⟩ := (hG.lattice _).1 hmem
  have hb : ∀ i, -(K i : ℝ) ≤ m i ∧ (m i : ℝ) ≤ K i := fun i => by
    have h1 := abs_trans_le hx h i
    rw [hr] at h1
    have h2 := abs_le.1 (abs_trans_le hx₀ h₀ i)
    have h3 := congrFun hm i
    simp only [Pi.sub_apply] at h3
    have h4 := abs_le.1 h1
    constructor <;> linarith [hK i, h2.1, h2.2, h4.1, h4.2]
  refine ⟨m, ⟨fun i => ?_, fun i => by exact_mod_cast (hb i).2⟩, Subtype.ext ?_⟩
  · change -K i ≤ m i
    exact_mod_cast (hb i).1
  · change (⟨1, fun i => (m i : ℝ)⟩ : Seitz n) * g₀.1 = g.1
    rw [← hm]
    exact e
```

## Finiteness of the list

For each Wyckoff position \(q\), choose a point \(x_q\) in it and an element \(g_q\in G\) that takes \(x_q\) to a point \(y_q=g_qx_q\) of the cell. Every operator in \(G_{y_q}\) fixes a point of the cell, so \(G_{y_q}\subseteq C\). A finite set has finitely many subsets, and it remains to see that \(q\mapsto G_{y_q}\) is injective. If \(G_{y_p}=G_{y_q}\), then, writing \(\sim\) for membership of the same Wyckoff position,

\[
x_p\sim y_p\sim y_q\sim x_q ,
\]

hence \(p=q\). The outer relations hold because the points lie in one orbit, and the middle one is conjugation by the identity.

The theorem reads: if \(G\) satisfies `IsSpaceGroup`, then the type `WyckoffPosition G` is finite. In the proof, `q.out` is \(x_q\), `Finite.of_injective` uses the map to subsets of \(C\), and the last line is the chain above.

```lean
/-- A group of Seitz operators with translation lattice `ℤⁿ` and finite point group has
finitely many Wyckoff positions. -/
theorem finite_wyckoffPositions (hG : IsSpaceGroup G) : Finite (WyckoffPosition G) := by
  -- move a representative into the cell; its stabiliser is a subset of a finite set
  choose g hg using exists_smul_mem_unitCell hG
  have : Finite {S : Set G | S ⊆ cellOps G} := (finite_cellOps hG).finite_subsets.to_subtype
  refine Finite.of_injective (fun q : WyckoffPosition G =>
    (⟨(stabilizer G (g q.out • q.out) : Set G),
      fun _ hh => ⟨_, hg q.out, mem_stabilizer_iff.1 hh⟩⟩ : {S : Set G | S ⊆ cellOps G})) ?_
  intro p q hpq
  -- equal stabilisers give equal Wyckoff positions
  have e : stabilizer G (g p.out • p.out) = stabilizer G (g q.out • q.out) :=
    SetLike.coe_injective (congrArg Subtype.val hpq)
  have hs : (wyckoffSetoid G).r (g p.out • p.out) (g q.out • q.out) :=
    ⟨1, fun h => by rw [e, one_mul, inv_one, mul_one]⟩
  have E := (wyckoffSetoid G).iseqv
  exact Quotient.out_equiv_out.1
    (E.trans (wyckoff_smul _ _) (E.trans hs (E.symm (wyckoff_smul _ _))))
```

The lattice condition alone would not suffice. In the plane, take all operators

\[
\left\{\begin{pmatrix}1&k\\0&1\end{pmatrix}\middle|\,m\right\},\qquad k\in\mathbb Z,\ m\in\mathbb Z^2 .
\]

They form a group whose pure translations are exactly \(\mathbb Z^2\), but whose linear parts are infinitely many shears. For a positive integer \(N\), such an operator fixes the point \((0,1/N)\) exactly when \(m_1=-k/N\) and \(m_2=0\), which requires \(k\) to be a multiple of \(N\). Every multiple occurs. Since the shears commute, conjugation in this group leaves linear parts unchanged, so different \(N\) give site-symmetry groups that are not conjugate. There are then infinitely many Wyckoff positions.

## Inversion and lattice translations

The operators \(\{\varepsilon|m\}\) with \(\varepsilon=\pm1\) and \(m\in\mathbb Z^n\) form a group, which for \(n=3\) is \(P\bar1\). With \(\delta=\pm1\) and \(k\in\mathbb Z^n\),

\[
\{\varepsilon|m\}\{\delta|k\}=\{\varepsilon\delta\,|\,\varepsilon k+m\},\qquad
\{\varepsilon|m\}^{-1}=\{\varepsilon\,|\,-\varepsilon m\},
\]

and the translations on the right are again integer vectors. Lean checks the two signs separately.

```lean
/-- The group of all operators `{±1|m}` with `m` in `ℤⁿ`. -/
def inversionGroup (n : ℕ) : Subgroup (Seitz n) where
  carrier := {g | (g.rot = 1 ∨ g.rot = -1) ∧ ∃ m : Fin n → ℤ, g.trans = fun i => (m i : ℝ)}
  mul_mem' := by
    rintro a b ⟨ha, m, hm⟩ ⟨hb, k, hk⟩
    change (a.rot * b.rot = 1 ∨ a.rot * b.rot = -1) ∧
      ∃ p : Fin n → ℤ, a.rot.val *ᵥ b.trans + a.trans = fun i => (p i : ℝ)
    rcases ha with ha | ha
    · exact ⟨by rwa [ha, one_mul], k + m, by ext i; simp [ha, hm, hk]⟩
    · refine ⟨?_, -k + m, by ext i; simp [ha, hm, hk, neg_mulVec]⟩
      rw [ha, neg_one_mul]
      exact hb.elim (fun h => .inr (by rw [h])) (fun h => .inl (by rw [h, neg_neg]))
  one_mem' := by
    refine ⟨Or.inl rfl, 0, ?_⟩
    change (0 : Fin n → ℝ) = _
    ext i
    simp
  inv_mem' := by
    rintro a ⟨ha, m, hm⟩
    have e : a.rot⁻¹ = a.rot :=
      inv_eq_of_mul_eq_one_right (by rcases ha with h | h <;> simp [h])
    change (a.rot⁻¹ = 1 ∨ a.rot⁻¹ = -1) ∧
      ∃ p : Fin n → ℤ, -((a.rot⁻¹).val *ᵥ a.trans) = fun i => (p i : ℝ)
    rw [e]
    refine ⟨ha, ?_⟩
    rcases ha with ha | ha
    · exact ⟨-m, by ext i; simp [ha, hm]⟩
    · exact ⟨m, by ext i; simp [ha, hm, neg_mulVec]⟩
```

The pure translations in this group are those with \(t\in\mathbb Z^n\), and every linear part lies in \(\{1,-1\}\). Both conditions of `IsSpaceGroup` therefore hold, and the finiteness theorem applies to this group in every dimension.

```lean
/-- The group of all `{±1|m}` has translation lattice `ℤⁿ` and a finite point group. -/
theorem isSpaceGroup_witness : IsSpaceGroup (inversionGroup n) where
  lattice t := ⟨by rintro ⟨_, h⟩; exact h, fun h => ⟨Or.inl rfl, h⟩⟩
  finite_point := by
    have h : ({1, -1} : Set (Matrix (Fin n) (Fin n) ℝ)ˣ).Finite :=
      (Set.finite_singleton _).insert _
    refine h.subset ?_
    rintro _ ⟨g, ⟨hg, _⟩, rfl⟩
    exact hg

end WyckoffPositions
```

```lean
#print axioms WyckoffPositions.finite_wyckoffPositions
```

```
'WyckoffPositions.finite_wyckoffPositions' depends on axioms: [propext, Classical.choice, Quot.sound]
```
